# A sub-regular binary solution with L0 > 0 has exactly one critical point, at 1 − 2x = 3r/(1 + √(1 + 27r²))

> An alloy A–B that unmixes on cooling has a miscibility gap, and the gap is lopsided when dissolving A in B costs a different energy from dissolving B in A. I model this with
>
> G(x) = T(x ln x + (1 − x) ln(1 − x)) + x(1 − x)(L0 + L1(1 − 2x)),
>
> where x is the mole fraction of B, T the temperature in energy units, and L0 > 0 and L1 are constant interaction energies. Setting G″ = G‴ = 0 gives me a quadratic in 1 − 2x, with two roots if L1 ≠ 0, and I keep the one with 1 − 2x = 3r/(1 + √(1 + 27r²)), r = L1/L0. Is this the only solution with 0 < x < 1 and T > 0, for every real L1? I would like a rigorous, machine-checked argument.

## From the derivatives to a quadratic

Yes, for L0 > 0 and every real L1. The condition L0 > 0 says that the excess energy of the equimolar mixture, L0/4, is positive, while L1 sets the asymmetry between the A-rich and B-rich sides. Write u = 1 − 2x and w = x(1 − x) = (1 − u²)/4. For 0 < x < 1,

    G′ = T(ln x − ln(1 − x)) + L0(1 − 2x) + L1(1 − 6x(1 − x))
    G″ = T/w − 2L0 − 6L1u
    G‴ = 12L1 − Tu/w²

Define the spinodal curve Ts(x) = w(2L0 + 6L1u) = 2wL0(1 + 3ru). Then G″ = (T − Ts)/w, so G″ = 0 means T = Ts(x). Inserting this in G‴ and using 12w = 3(1 − u²),

    G‴ = (L0/w)[3r(1 − u²) − 2u(1 + 3ru)] = −(L0/w)(9ru² + 2u − 3r).

The two conditions are therefore T = Ts(x) and 9ru² + 2u − 3r = 0.

## Which root survives

Let s = √(1 + 27r²) ≥ 1 and let u_c be given by u_c(1 + s) = 3r. Multiplying by 9r gives 9r·u_c(1 + s) = 27r² = s² − 1, so 9r·u_c = s − 1 ≥ 0. Then

    9r·u_c² + 2u_c − 3r = (s − 1)u_c + 2u_c − 3r = u_c(1 + s) − 3r = 0
    (1 − 3u_c²)(1 + s) = 1 + s − 9r·u_c = 2.

So u_c is a root with 3u_c² < 1. The composition x_c = (1 − u_c)/2 lies inside (0, 1), and Tc = Ts(x_c) is positive because 1 + 3r·u_c ≥ 1.

Conversely, take any root with u² < 1 and T > 0, which on the spinodal means 1 + 3ru > 0. Multiplying the quadratic by u and regrouping gives

    2u²(1 + 3ru) = 3ru(1 − u²).

The left side is not negative and 1 − u² > 0, so ru ≥ 0. Also

    (1 + 9ru)² = 1 + 9r(9ru² + 2u) = 1 + 27r²,

and 1 + 9ru > 0, so s = 1 + 9ru. The quadratic now reads u(1 + s) = 3r, that is u = u_c. Nothing is divided by r, so r = 0 is included and gives x = 1/2, T = L0/2.

## The top of the spinodal

At a general composition put v = 1 − 2x, so that Ts = (L0/2)(1 − v²)(1 + 3rv). Subtracting this from the same expression at u_c,

    Tc − Ts = (L0/2)(v − u_c)[−3r + u_c + v + 3r(u_c² + u_c·v + v²)],

and replacing −3r by −9r·u_c² − 2u_c factors the bracket once more:

    Tc − Ts = (L0/2)(v − u_c)²(1 + 3rv + 6r·u_c).

Where 1 + 3rv > 0 this is positive for v ≠ u_c. Where 1 + 3rv ≤ 0 we have Ts ≤ 0 < Tc. Hence Tc is the strict maximum of Ts on [0, 1], and G″ > 0 throughout (0, 1) exactly when T > Tc.

## The case L0 = 3, L1 = 4

Here r = 4/3, s = √49 = 7 and u_c = 4/8 = 1/2, so x_c = 1/4, w = 3/16 and Tc = (3/16)(6 + 12) = 27/8. The third derivative is 48 − (27/16)(256/9) = 0. The quadratic 12u² + 2u − 4 = 0 has the second root u = −2/3, that is x = 5/6, which is an interior composition, but there Ts = (5/36)(6 − 16) = −25/18. In this example only T > 0 removes the second root.

## What the Lean theorems say

`gibbs L0 L1 T x` is G, with T standing for the gas or Boltzmann constant times the temperature, and with the Redlich–Kister term ordered as L1(1 − 2x). `IsCritical L0 L1 x T` is the conjunction of `x ∈ Ioo (0 : ℝ) 1`, `0 < T` and the vanishing of the twice and thrice iterated `deriv` in x at fixed T. Since `deriv` returns zero where a function is not differentiable, it matters that three `HasDerivAt` theorems establish true derivatives on (0, 1). The definitions `spinodal`, `critAsym`, `critComp` and `critTemp` are Ts, u_c, x_c and Tc.

Under `0 < L0`, `critical_point` states that exactly one pair `p : ℝ × ℝ` is critical, with `p.1` the composition and `p.2` the temperature, and that every critical pair obeys the closed formula for 1 − 2x and T = Ts(x). Under the same hypothesis `0 < L0`, `spinodal_lt_critTemp` gives Ts(x) < Tc on the closed interval for x ≠ x_c, `curvature_pos_iff` gives the equivalence of G″ > 0 on (0, 1) with T > Tc for any real T, and `isCritical_regular` treats L1 = 0.

The model is assumed: ideal mixing entropy, two excess parameters independent of temperature, and a single function G(x) for all compositions, with no competing structure. "Critical" means only G″ = G‴ = 0 with 0 < x < 1 and T > 0; the coexistence curve, the common-tangent construction, the sign of the fourth derivative and the case L0 ≤ 0 are not treated. When L0 and L1 are fitted to mixing energies from electronic-structure calculations or an interatomic potential, the formula gives the critical point of this random-mixing, two-parameter model, which leaves out short-range order and critical fluctuations.

```lean
import Mathlib

open Set

namespace SubregularSolution

noncomputable section

/-- Gibbs energy of mixing of a sub-regular binary solution: ideal mixing term (temperature in
energy units) plus a two-term Redlich-Kister excess energy. -/
def gibbs (L0 L1 T x : ℝ) : ℝ :=
  T * (x * Real.log x + (1 - x) * Real.log (1 - x)) + x * (1 - x) * (L0 + L1 * (1 - 2 * x))

/-- A critical point: an interior composition and a positive temperature at which the second and
third composition derivatives of the Gibbs energy vanish. -/
def IsCritical (L0 L1 x T : ℝ) : Prop :=
  x ∈ Ioo (0 : ℝ) 1 ∧ 0 < T ∧ deriv (deriv (gibbs L0 L1 T)) x = 0 ∧
    deriv (deriv (deriv (gibbs L0 L1 T))) x = 0

/-- The spinodal curve `x (1 - x) (2 L0 + 6 L1 (1 - 2 x))`. -/
def spinodal (L0 L1 x : ℝ) : ℝ := x * (1 - x) * (2 * L0 + 6 * L1 * (1 - 2 * x))

/-- The critical asymmetry `3 r / (1 + √(1 + 27 r²))`. -/
def critAsym (r : ℝ) : ℝ := 3 * r / (1 + √(1 + 27 * r ^ 2))

/-- The composition whose asymmetry `1 - 2 x` is the critical asymmetry for `r = L1 / L0`. -/
def critComp (L0 L1 : ℝ) : ℝ := (1 - critAsym (L1 / L0)) / 2

/-- The spinodal curve evaluated at the critical composition. -/
def critTemp (L0 L1 : ℝ) : ℝ := spinodal L0 L1 (critComp L0 L1)

/-- First composition derivative of the Gibbs energy for `0 < x < 1`. -/
theorem hasDerivAt_gibbs (L0 L1 T : ℝ) {x : ℝ} (hx : x ∈ Ioo (0 : ℝ) 1) :
    HasDerivAt (gibbs L0 L1 T)
      (T * (Real.log x - Real.log (1 - x)) + L0 * (1 - 2 * x) + L1 * (1 - 6 * x * (1 - x))) x := by
  have hx0 : x ≠ 0 := hx.1.ne'
  have hx1 : 1 - x ≠ 0 := (sub_pos.2 hx.2).ne'
  have a : HasDerivAt (fun y : ℝ => y) 1 x := hasDerivAt_id' x
  have b : HasDerivAt (fun y : ℝ => 1 - y) (-1) x := a.const_sub 1
  have c : HasDerivAt (fun y : ℝ => 1 - 2 * y) (-2) x :=
    ((a.const_mul 2).const_sub 1).congr_deriv (by norm_num)
  have h := (((a.fun_mul (a.log hx0)).fun_add (b.fun_mul (b.log hx1))).const_mul T).fun_add
    ((a.fun_mul b).fun_mul ((c.const_mul L1).const_add L0))
  refine h.congr_deriv ?_
  field_simp
  ring

/-- Second composition derivative of the Gibbs energy for `0 < x < 1`. -/
theorem hasDerivAt_deriv_gibbs (L0 L1 T : ℝ) {x : ℝ} (hx : x ∈ Ioo (0 : ℝ) 1) :
    HasDerivAt (deriv (gibbs L0 L1 T))
      (T / (x * (1 - x)) - 2 * L0 - 6 * L1 * (1 - 2 * x)) x := by
  have hx0 : x ≠ 0 := hx.1.ne'
  have hx1 : 1 - x ≠ 0 := (sub_pos.2 hx.2).ne'
  have a : HasDerivAt (fun y : ℝ => y) 1 x := hasDerivAt_id' x
  have b : HasDerivAt (fun y : ℝ => 1 - y) (-1) x := a.const_sub 1
  have c : HasDerivAt (fun y : ℝ => 1 - 2 * y) (-2) x :=
    ((a.const_mul 2).const_sub 1).congr_deriv (by norm_num)
  have h := ((((a.log hx0).fun_sub (b.log hx1)).const_mul T).fun_add (c.const_mul L0)).fun_add
    ((((a.const_mul 6).fun_mul b).const_sub 1).const_mul L1)
  refine (h.congr_deriv ?_).congr_of_eventuallyEq ?_
  · field_simp
    ring
  · filter_upwards [Ioo_mem_nhds hx.1 hx.2] with y hy
    exact (hasDerivAt_gibbs L0 L1 T hy).deriv

/-- Third composition derivative of the Gibbs energy for `0 < x < 1`. -/
theorem hasDerivAt_deriv2_gibbs (L0 L1 T : ℝ) {x : ℝ} (hx : x ∈ Ioo (0 : ℝ) 1) :
    HasDerivAt (deriv (deriv (gibbs L0 L1 T)))
      (12 * L1 - T * (1 - 2 * x) / (x * (1 - x)) ^ 2) x := by
  have hx0 : x ≠ 0 := hx.1.ne'
  have hx1 : 1 - x ≠ 0 := (sub_pos.2 hx.2).ne'
  have a : HasDerivAt (fun y : ℝ => y) 1 x := hasDerivAt_id' x
  have b : HasDerivAt (fun y : ℝ => 1 - y) (-1) x := a.const_sub 1
  have c : HasDerivAt (fun y : ℝ => 1 - 2 * y) (-2) x :=
    ((a.const_mul 2).const_sub 1).congr_deriv (by norm_num)
  have h := (((hasDerivAt_const x T).fun_div (a.fun_mul b) (mul_ne_zero hx0 hx1)).sub_const
    (2 * L0)).fun_sub (c.const_mul (6 * L1))
  refine (h.congr_deriv ?_).congr_of_eventuallyEq ?_
  · field_simp
    ring
  · filter_upwards [Ioo_mem_nhds hx.1 hx.2] with y hy
    exact (hasDerivAt_deriv_gibbs L0 L1 T hy).deriv

/-- The critical asymmetry `u` solves `9 r u² + 2 u - 3 r = 0` and obeys `r u ≥ 0` and
`3 u² < 1`. -/
theorem critAsym_spec (r : ℝ) :
    9 * r * critAsym r ^ 2 + 2 * critAsym r - 3 * r = 0 ∧ 0 ≤ r * critAsym r ∧
      3 * critAsym r ^ 2 < 1 := by
  have hs0 : 0 ≤ √(1 + 27 * r ^ 2) := Real.sqrt_nonneg _
  have hs : √(1 + 27 * r ^ 2) ^ 2 = 1 + 27 * r ^ 2 := Real.sq_sqrt (by positivity)
  have hp : 0 < 1 + √(1 + 27 * r ^ 2) := by linarith
  have hu : critAsym r * (1 + √(1 + 27 * r ^ 2)) = 3 * r := div_mul_cancel₀ _ hp.ne'
  generalize √(1 + 27 * r ^ 2) = s at hs0 hs hp hu
  generalize critAsym r = u at hu ⊢
  have h9 : 9 * r * u = s - 1 :=
    mul_right_cancel₀ hp.ne' (by linear_combination 9 * r * hu - hs)
  have hs1 : 1 ≤ s := by nlinarith [sq_nonneg r]
  have h2 : (1 - 3 * u ^ 2) * (1 + s) = 2 := by linear_combination (-3 * u) * hu - h9
  refine ⟨by linear_combination u * h9 + hu, by linarith, ?_⟩
  by_contra h
  have := mul_nonneg (sub_nonneg.2 (not_lt.1 h)) hp.le
  nlinarith

/-- A root of `9 r u² + 2 u - 3 r = 0` with `u² < 1` and `1 + 3 r u > 0` is the critical
asymmetry. -/
theorem eq_critAsym {r u : ℝ} (hu : u ^ 2 < 1) (hpos : 0 < 1 + 3 * r * u)
    (hq : 9 * r * u ^ 2 + 2 * u - 3 * r = 0) : u = critAsym r := by
  -- the root has the sign of `r`, which selects the branch of the square root
  have hru : 0 ≤ r * u := by
    by_contra h
    have h1 : r * u * (1 - u ^ 2) < 0 := mul_neg_of_neg_of_pos (not_le.1 h) (by linarith)
    have h2 := mul_nonneg (sq_nonneg u) hpos.le
    have h3 : 2 * (u ^ 2 * (1 + 3 * r * u)) = 3 * (r * u * (1 - u ^ 2)) := by
      linear_combination u * hq
    linarith
  have hs : √(1 + 27 * r ^ 2) = 1 + 9 * (r * u) := by
    rw [show 1 + 27 * r ^ 2 = (1 + 9 * (r * u)) ^ 2 by linear_combination (-9 * r) * hq]
    exact Real.sqrt_sq (by linarith)
  have hne : (0 : ℝ) < 1 + (1 + 9 * (r * u)) := by linarith
  rw [critAsym, hs, eq_div_iff hne.ne']
  linear_combination hq

/-- For `L0 > 0` a pair is critical exactly when it is the critical composition together with
the critical temperature. -/
theorem isCritical_iff {L0 : ℝ} (hL : 0 < L0) (L1 x T : ℝ) :
    IsCritical L0 L1 x T ↔ x = critComp L0 L1 ∧ T = critTemp L0 L1 := by
  obtain ⟨r, rfl⟩ : ∃ r, L1 = r * L0 := ⟨L1 / L0, (div_mul_cancel₀ L1 hL.ne').symm⟩
  -- the two derivative conditions: on the spinodal, and a quadratic for `1 - 2 x`
  have key : ∀ x T : ℝ, x ∈ Ioo (0 : ℝ) 1 →
      ((deriv (deriv (gibbs L0 (r * L0) T)) x = 0 ∧
        deriv (deriv (deriv (gibbs L0 (r * L0) T))) x = 0) ↔
      (T = spinodal L0 (r * L0) x ∧
        9 * r * (1 - 2 * x) ^ 2 + 2 * (1 - 2 * x) - 3 * r = 0)) := by
    intro x T hx
    have hx0 : x ≠ 0 := hx.1.ne'
    have hx1 : 1 - x ≠ 0 := (sub_pos.2 hx.2).ne'
    have hw : x * (1 - x) ≠ 0 := mul_ne_zero hx0 hx1
    have e2 : T / (x * (1 - x)) - 2 * L0 - 6 * (r * L0) * (1 - 2 * x)
        = (T - spinodal L0 (r * L0) x) / (x * (1 - x)) := by
      unfold spinodal
      field_simp
      ring
    have e3 : 12 * (r * L0) - spinodal L0 (r * L0) x * (1 - 2 * x) / (x * (1 - x)) ^ 2
        = -L0 * (9 * r * (1 - 2 * x) ^ 2 + 2 * (1 - 2 * x) - 3 * r) / (x * (1 - x)) := by
      unfold spinodal
      field_simp
      ring
    rw [(hasDerivAt_deriv2_gibbs _ _ T hx).deriv, (hasDerivAt_deriv_gibbs _ _ T hx).deriv, e2,
      div_eq_zero_iff, or_iff_left hw, sub_eq_zero]
    refine and_congr_right fun hT => ?_
    rw [hT, e3, div_eq_zero_iff, or_iff_left hw, mul_eq_zero,
      or_iff_right (neg_ne_zero.2 hL.ne')]
  obtain ⟨hq, hru, hu⟩ := critAsym_spec r
  have hc : critComp L0 (r * L0) = (1 - critAsym r) / 2 := by
    rw [critComp, mul_div_cancel_right₀ r hL.ne']
  unfold IsCritical
  constructor
  · rintro ⟨hx, hT, h⟩
    obtain ⟨h1, h2⟩ := (key x T hx).1 h
    have hw : 0 < x * (1 - x) := mul_pos hx.1 (sub_pos.2 hx.2)
    -- a positive temperature excludes the second root
    have hpos : 0 < 1 + 3 * r * (1 - 2 * x) := by
      by_contra hn
      have := mul_nonneg (mul_pos hw hL).le (neg_nonneg.2 (not_lt.1 hn))
      unfold spinodal at h1
      nlinarith
    have hxu := eq_critAsym (by nlinarith [hw]) hpos h2
    have hxc : x = critComp L0 (r * L0) := by rw [hc]; linarith
    exact ⟨hxc, by rw [critTemp, ← hxc]; exact h1⟩
  · rintro ⟨hx, hT⟩
    rw [critTemp, ← hx] at hT
    rw [hc] at hx
    have hu' : 1 - 2 * x = critAsym r := by linarith
    rw [← hu'] at hq hru hu
    have hmem : x ∈ Ioo (0 : ℝ) 1 :=
      ⟨by nlinarith [sq_nonneg x], by nlinarith [sq_nonneg (x - 1)]⟩
    have hw := mul_pos (mul_pos hmem.1 (sub_pos.2 hmem.2)) hL
    refine ⟨hmem, ?_, (key x T hmem).2 ⟨hT, hq⟩⟩
    rw [hT, spinodal]
    nlinarith [mul_nonneg hw.le hru]

/-- For `L0 > 0` there is exactly one critical point; it has
`1 - 2 x = 3 r / (1 + √(1 + 27 r²))` with `r = L1 / L0` and lies on the spinodal curve. -/
theorem critical_point {L0 : ℝ} (hL : 0 < L0) (L1 : ℝ) :
    (∃! p : ℝ × ℝ, IsCritical L0 L1 p.1 p.2) ∧
      ∀ x T, IsCritical L0 L1 x T →
        1 - 2 * x = 3 * (L1 / L0) / (1 + √(1 + 27 * (L1 / L0) ^ 2)) ∧ T = spinodal L0 L1 x := by
  refine ⟨⟨(critComp L0 L1, critTemp L0 L1),
    (isCritical_iff hL L1 (critComp L0 L1) (critTemp L0 L1)).2 ⟨rfl, rfl⟩, fun p hp => ?_⟩,
    fun x T h => ?_⟩
  · have h := (isCritical_iff hL L1 p.1 p.2).1 hp
    exact Prod.ext h.1 h.2
  · obtain ⟨rfl, rfl⟩ := (isCritical_iff hL L1 x T).1 h
    refine ⟨?_, rfl⟩
    show 1 - 2 * ((1 - critAsym (L1 / L0)) / 2) = critAsym (L1 / L0)
    ring

/-- For `L0 > 0`, on `0 ≤ x ≤ 1` the spinodal curve lies strictly below the critical temperature at
every composition other than the critical one. -/
theorem spinodal_lt_critTemp {L0 : ℝ} (hL : 0 < L0) (L1 : ℝ) {x : ℝ} (hx : x ∈ Icc (0 : ℝ) 1)
    (hne : x ≠ critComp L0 L1) : spinodal L0 L1 x < critTemp L0 L1 := by
  have hT : 0 < critTemp L0 L1 := ((isCritical_iff hL L1 _ _).2 ⟨rfl, rfl⟩).2.1
  obtain ⟨r, rfl⟩ : ∃ r, L1 = r * L0 := ⟨L1 / L0, (div_mul_cancel₀ L1 hL.ne').symm⟩
  obtain ⟨hq, hru, -⟩ := critAsym_spec r
  have hc : critComp L0 (r * L0) = (1 - critAsym r) / 2 := by
    rw [critComp, mul_div_cancel_right₀ r hL.ne']
  by_cases hv : 0 < 1 + 3 * r * (1 - 2 * x)
  · -- exact expansion of the cubic about its stationary point
    have hd : 1 - 2 * x - critAsym r ≠ 0 := fun h => hne (by rw [hc]; linarith)
    have e : critTemp L0 (r * L0) - spinodal L0 (r * L0) x = L0 / 2 * (1 - 2 * x - critAsym r) ^ 2
        * (1 + 3 * r * (1 - 2 * x) + 6 * (r * critAsym r)) := by
      rw [critTemp, hc]
      unfold spinodal
      linear_combination L0 / 2 * (1 - 2 * x - critAsym r) * hq
    rw [← sub_pos, e]
    exact mul_pos (mul_pos (half_pos hL)
      (lt_of_le_of_ne (sq_nonneg _) (pow_ne_zero 2 hd).symm)) (by linarith)
  · -- here the spinodal curve is not positive
    have h1 := mul_nonneg (mul_nonneg (mul_nonneg hx.1 (sub_nonneg.2 hx.2)) hL.le)
      (neg_nonneg.2 (not_lt.1 hv))
    have h2 : spinodal L0 (r * L0) x ≤ 0 := by
      unfold spinodal
      nlinarith
    linarith

/-- For `L0 > 0` the curvature of the Gibbs energy is positive at all compositions `0 < x < 1`
exactly when the temperature exceeds the critical temperature. -/
theorem curvature_pos_iff {L0 : ℝ} (hL : 0 < L0) (L1 T : ℝ) :
    (∀ x ∈ Ioo (0 : ℝ) 1, 0 < deriv (deriv (gibbs L0 L1 T)) x) ↔ critTemp L0 L1 < T := by
  have key : ∀ x ∈ Ioo (0 : ℝ) 1,
      (0 < deriv (deriv (gibbs L0 L1 T)) x ↔ spinodal L0 L1 x < T) := by
    intro x hx
    have hx0 : x ≠ 0 := hx.1.ne'
    have hx1 : 1 - x ≠ 0 := (sub_pos.2 hx.2).ne'
    have e2 : T / (x * (1 - x)) - 2 * L0 - 6 * L1 * (1 - 2 * x)
        = (T - spinodal L0 L1 x) / (x * (1 - x)) := by
      unfold spinodal
      field_simp
      ring
    rw [(hasDerivAt_deriv_gibbs _ _ T hx).deriv, e2,
      lt_div_iff₀ (mul_pos hx.1 (sub_pos.2 hx.2)), zero_mul, sub_pos]
  have hmem : critComp L0 L1 ∈ Ioo (0 : ℝ) 1 := ((isCritical_iff hL L1 _ _).2 ⟨rfl, rfl⟩).1
  refine ⟨fun h => (key _ hmem).1 (h _ hmem), fun hT x hx => (key x hx).2 ?_⟩
  by_cases hxc : x = critComp L0 L1
  · rw [hxc]
    exact hT
  · exact (spinodal_lt_critTemp hL L1 (Ioo_subset_Icc_self hx) hxc).trans hT

/-- For `L0 > 0` the regular solution `L1 = 0` has its only critical point at `x = 1/2`, `T = L0 /
2`. -/
theorem isCritical_regular {L0 : ℝ} (hL : 0 < L0) (x T : ℝ) :
    IsCritical L0 0 x T ↔ x = 1 / 2 ∧ T = L0 / 2 := by
  have hc : critComp L0 0 = 1 / 2 := by norm_num [critComp, critAsym]
  have ht : critTemp L0 0 = L0 / 2 := by
    rw [critTemp, hc, spinodal]
    ring
  rw [isCritical_iff hL, hc, ht]

end

end SubregularSolution
```

```lean
#print axioms SubregularSolution.critical_point
-- 'SubregularSolution.critical_point' depends on axioms: [propext, Classical.choice, Quot.sound]
#print axioms SubregularSolution.curvature_pos_iff
-- 'SubregularSolution.curvature_pos_iff' depends on axioms: [propext, Classical.choice, Quot.sound]
#print axioms SubregularSolution.isCritical_regular
-- 'SubregularSolution.isCritical_regular' depends on axioms: [propext, Classical.choice, Quot.sound]
```

## How the lemmas follow the algebra

`hasDerivAt_gibbs` assembles G′ by the sum, product and logarithm rules from the derivatives of y, 1 − y and 1 − 2y, and `field_simp` with `ring` brings it to the form above. `hasDerivAt_deriv_gibbs` and `hasDerivAt_deriv2_gibbs` differentiate the explicit formula of the previous order. They transfer the result to `deriv` by `congr_of_eventuallyEq`, because the two functions agree on the open interval, which is a neighbourhood of x.

`critAsym_spec` renames the square root s and the asymmetry u. Its steps `hu`, `h9` and `h2` are u(1 + s) = 3r, 9ru = s − 1 and (1 − 3u²)(1 + s) = 2. In `eq_critAsym`, `h3` is the quadratic multiplied by u, `hru` is the sign of ru, obtained by contradiction, and `hs` is s = 1 + 9ru from the perfect square.

`isCritical_iff` substitutes L1 = r·L0. Its inner statement `key` reduces both derivative conditions by `e2`, the form (T − Ts)/w, and `e3`, the factored G‴. In the forward direction `hpos` extracts 1 + 3ru > 0 from T > 0 and `eq_critAsym` fixes x. In the backward direction 3u² < 1 gives `hmem` and ru ≥ 0 gives T > 0. `critical_point` repackages this equivalence, and `isCritical_regular` evaluates it at L1 = 0.

`spinodal_lt_critTemp` splits on the sign of 1 + 3rv, with `e` the factorisation of Tc − Ts, checked by `linear_combination` against the quadratic. `curvature_pos_iff` first turns G″ > 0 into Ts(x) < T pointwise, then evaluates at x_c for one direction and uses Ts(x) ≤ Tc < T for the other.
